# A BenDaniel–Duke well has exactly one even level between zero and the lower of its barrier height and its hard-wall box energy

Set ħ = 1 and measure energy from the bottom of a symmetric well of width L centred at x = 0. The carrier has effective mass m₁ in the well material and m₂ in the barrier material, and the barriers have height V. The wave ψ below is the carrier's envelope function. All these quantities are real numbers, and the main theorems take V, L, m₁ and m₂ positive.

In Lean 4 with Mathlib:

```lean
import Mathlib

open Set
open scoped Real

namespace BenDanielDukeWell

noncomputable section
```

For mass m and an energy T ≥ 0, define the wave number √(2mT). Taking T = E in the well and T = V − E in the barrier gives

k = √(2m₁E),  κ = √(2m₂(V − E)).

```lean
/-- The wave number `√(2 m T)` for mass `m > 0` and energy `T ≥ 0` (units with `ħ = 1`).
With `T = E` it is `k` in the well, with `T = V - E` it is the decay constant `κ`. -/
def waveNumber (m T : ℝ) : ℝ := √(2 * m * T)
```

The ground-state energy of a hard-wall box with the same width and well mass is π²/(2m₁L²).

```lean
/-- The energy `π² / (2 m L²)`, for nonzero mass `m` and width `L`. -/
def boxEnergy (m L : ℝ) : ℝ := π ^ 2 / (2 * m * L ^ 2)
```

## Even waves and their matching

Inside the well an even wave is A cos(kx).

```lean
/-- The even wave `A cos (k x)` inside the well. -/
def wellWave (m E A x : ℝ) : ℝ := A * Real.cos (waveNumber m E * x)
```

To the right of the well it decays as B exp(−κ(x − L/2)). The left half follows by reflection, so only one interface needs treatment.

```lean
/-- The wave `B exp (-κ (x - L/2))` in the barrier to the right of the well. -/
def barrierWave (m V L E B x : ℝ) : ℝ :=
  B * Real.exp (-(waveNumber m (V - E) * (x - L / 2)))
```

At x = L/2 the BenDaniel–Duke conditions require ψ and ψ′/m to be continuous. The second is a postulate here. It comes from integrating the kinetic term −½ d/dx(m⁻¹ d/dx) across the interface. Together the two conditions conserve probability current. In `EvenMatching`, `deriv` differentiates each formula extended past the interface, which gives the required one-sided slopes. The amplitudes must not both vanish.

```lean
/-- Some nonzero pair of amplitudes makes `ψ` and `ψ' / m` continuous at the
interface `x = L/2`, for nonzero masses `m₁` (well) and `m₂` (barrier). -/
def EvenMatching (V L m₁ m₂ E : ℝ) : Prop :=
  ∃ A B : ℝ, (A ≠ 0 ∨ B ≠ 0) ∧
    wellWave m₁ E A (L / 2) = barrierWave m₂ V L E B (L / 2) ∧
    deriv (wellWave m₁ E A) (L / 2) / m₁ = deriv (barrierWave m₂ V L E B) (L / 2) / m₂
```

The resulting level equation is

(k/m₁) tan(kL/2) = κ/m₂.

```lean
/-- The level equation `(k/m₁) tan (k L/2) = κ/m₂`, for nonzero masses and
`k L/2` away from the poles of the tangent. -/
def LevelEquation (V L m₁ m₂ E : ℝ) : Prop :=
  waveNumber m₁ E / m₁ * Real.tan (waveNumber m₁ E * (L / 2)) = waveNumber m₂ (V - E) / m₂
```

Multiplying by the cosine removes the poles and leaves the mismatch

M(E) = (k/m₁) sin(kL/2) − (κ/m₂) cos(kL/2).

```lean
/-- The mismatch `(k/m₁) sin (k L/2) - (κ/m₂) cos (k L/2)`, for nonzero masses. -/
def mismatch (V L m₁ m₂ E : ℝ) : ℝ :=
  waveNumber m₁ E / m₁ * Real.sin (waveNumber m₁ E * (L / 2)) -
    waveNumber m₂ (V - E) / m₂ * Real.cos (waveNumber m₁ E * (L / 2))
```

## Both pieces solve their Schrödinger equations

The first derivative in the well is −Ak sin(kx).

```lean
variable {V L m₁ m₂ E : ℝ}

theorem deriv_wellWave (m E A : ℝ) : deriv (wellWave m E A) =
    fun x => -(A * waveNumber m E) * Real.sin (waveNumber m E * x) := by
  funext x
  have h : HasDerivAt (fun y => waveNumber m E * y) (waveNumber m E) x :=
    ((hasDerivAt_id' x).const_mul _).congr_deriv (by ring)
  exact ((h.cos.const_mul A).congr_deriv (by ring)).deriv
```

In the barrier, differentiation multiplies the wave by −κ.

```lean
theorem hasDerivAt_barrierWave (m V L E B x : ℝ) : HasDerivAt (barrierWave m V L E B)
    (-waveNumber m (V - E) * barrierWave m V L E B x) x := by
  have h : HasDerivAt (fun y => -(waveNumber m (V - E) * (y - L / 2)))
      (-waveNumber m (V - E)) x :=
    (((hasDerivAt_id' x).sub_const (L / 2)).const_mul _).fun_neg.congr_deriv (by ring)
  exact (h.exp.const_mul B).congr_deriv (by simp only [barrierWave]; ring)
```

A second derivative in the well gives ψ″ = −k²ψ. Since k² = 2m₁E, −ψ″/(2m₁) = Eψ. `linear_combination` inserts the formula for k².

```lean
/-- For `m > 0` and `E ≥ 0` the wave in the well solves `-ψ''/(2m) = E ψ`. -/
theorem well_schrodinger {m : ℝ} (hm : 0 < m) (hE : 0 ≤ E) (A x : ℝ) :
    -deriv (deriv (wellWave m E A)) x / (2 * m) = E * wellWave m E A x := by
  have hk : waveNumber m E ^ 2 = 2 * m * E := Real.sq_sqrt (by positivity)
  have h : HasDerivAt (fun y => waveNumber m E * y) (waveNumber m E) x :=
    ((hasDerivAt_id' x).const_mul _).congr_deriv (by ring)
  rw [deriv_wellWave, (h.sin.const_mul (-(A * waveNumber m E))).deriv,
    div_eq_iff (by positivity)]
  simp only [wellWave]
  linear_combination (A * Real.cos (waveNumber m E * x)) * hk
```

In the barrier ψ″ = κ²ψ with κ² = 2m₂(V − E), so −ψ″/(2m₂) + Vψ = Eψ.

```lean
/-- For `m > 0` and `E ≤ V` the wave in the barrier solves `-ψ''/(2m) + V ψ = E ψ`. -/
theorem barrier_schrodinger {m : ℝ} (hm : 0 < m) (hE : E ≤ V) (L B x : ℝ) :
    -deriv (deriv (barrierWave m V L E B)) x / (2 * m) + V * barrierWave m V L E B x
      = E * barrierWave m V L E B x := by
  have hk : waveNumber m (V - E) ^ 2 = 2 * m * (V - E) :=
    Real.sq_sqrt (mul_nonneg (by positivity) (sub_nonneg.2 hE))
  have hd : deriv (barrierWave m V L E B) =
      fun y => -waveNumber m (V - E) * barrierWave m V L E B y :=
    funext fun y => (hasDerivAt_barrierWave m V L E B y).deriv
  rw [hd, ((hasDerivAt_barrierWave m V L E B x).const_mul _).deriv]
  have h : -(-waveNumber m (V - E) * (-waveNumber m (V - E) * barrierWave m V L E B x))
      / (2 * m) = (E - V) * barrierWave m V L E B x := by
    rw [div_eq_iff (by positivity)]
    linear_combination (-barrierWave m V L E B x) * hk
  linear_combination h
```

## The tangent equation on its first branch

The wave number increases strictly with energy.

```lean
theorem waveNumber_lt {m T U : ℝ} (hm : 0 < m) (hT : 0 ≤ T) (h : T < U) :
    waveNumber m T < waveNumber m U :=
  Real.sqrt_lt_sqrt (by positivity) (mul_lt_mul_of_pos_left h (by positivity))
```

At the box energy k = π/L, so kL/2 = π/2.

```lean
theorem phase_box (hm : 0 < m₁) (hL : 0 < L) :
    waveNumber m₁ (boxEnergy m₁ L) * (L / 2) = π / 2 := by
  have h : 2 * m₁ * boxEnergy m₁ L = (π / L) ^ 2 := by
    unfold boxEnergy
    field_simp
  rw [waveNumber, h, Real.sqrt_sq (by positivity)]
  field_simp
```

Hence 0 < E < π²/(2m₁L²) implies 0 < kL/2 < π/2.

```lean
/-- For `m₁, L > 0` and `0 < E < π²/(2 m₁ L²)` the phase `k L/2` lies strictly
between `0` and `π/2`. -/
theorem phase_mem (hm : 0 < m₁) (hL : 0 < L) (h0 : 0 < E) (h1 : E < boxEnergy m₁ L) :
    0 < waveNumber m₁ E * (L / 2) ∧ waveNumber m₁ E * (L / 2) < π / 2 := by
  have hk : 0 < waveNumber m₁ E := Real.sqrt_pos.2 (by positivity)
  refine ⟨by positivity, ?_⟩
  rw [← phase_box hm hL]
  exact mul_lt_mul_of_pos_right (waveNumber_lt hm h0.le h1) (by positivity)
```

There the cosine is positive, and the level equation is equivalent to M(E) = 0.

```lean
theorem levelEquation_iff (hm : 0 < m₁) (hL : 0 < L) (h0 : 0 < E)
    (h1 : E < boxEnergy m₁ L) :
    LevelEquation V L m₁ m₂ E ↔ mismatch V L m₁ m₂ E = 0 := by
  obtain ⟨p0, p1⟩ := phase_mem hm hL h0 h1
  have hc := Real.cos_pos_of_mem_Ioo ⟨by linarith, p1⟩
  rw [LevelEquation, mismatch, Real.tan_eq_sin_div_cos, ← mul_div_assoc,
    div_eq_iff hc.ne', sub_eq_zero]
```

Continuity of ψ gives B = A cos(kL/2). Continuity of ψ′/m gives

−A(k/m₁) sin(kL/2) = −B κ/m₂,

hence A M(E) = 0. If A were zero, B would be too, so M(E) = 0. Conversely, A = 1 and B = cos(kL/2) work. When E < V, the wave can be normalised over the whole line by taking instead

A = [L/2 + sin(kL)/(2k) + cos²(kL/2)/κ]^(−1/2),  B = A cos(kL/2).

```lean
/-- For `m₁, L > 0` and `0 < E < π²/(2 m₁ L²)`, some `A, B`, not both zero, make `A cos (k x)` and
`B exp (-κ (x - L/2))` agree at `x = L/2` in value and in slope over mass exactly when
`(k/m₁) tan (k L/2) = κ/m₂`. Here `κ` is `waveNumber m₂ (V - E)`, which is the physical decay
constant when `m₂ > 0` and `E ≤ V`. -/
theorem evenMatching_iff (hm : 0 < m₁) (hL : 0 < L) (h0 : 0 < E)
    (h1 : E < boxEnergy m₁ L) :
    EvenMatching V L m₁ m₂ E ↔ LevelEquation V L m₁ m₂ E := by
  rw [levelEquation_iff hm hL h0 h1]
  simp only [EvenMatching, deriv_wellWave, (hasDerivAt_barrierWave _ _ _ _ _ _).deriv,
    wellWave, barrierWave, mismatch, sub_self, mul_zero, neg_zero, Real.exp_zero, mul_one]
  constructor
  · rintro ⟨A, B, hne, rfl, h⟩
    have hA : A ≠ 0 := by
      rintro rfl
      simp at hne
    apply mul_left_cancel₀ hA
    linear_combination -h
  · intro h
    exact ⟨1, _, Or.inl one_ne_zero, rfl, by linear_combination -h⟩
```

## Comparing two levels

The barrier side can be written

κ/m₂ = √(2(V − E)/m₂).

```lean
theorem barrier_side {m : ℝ} (hm : 0 < m) (T : ℝ) :
    waveNumber m T / m = √(2 * T / m) := by
  have h : 2 * T / m = 2 * m * T / m ^ 2 := by field_simp
  rw [h, Real.sqrt_div' _ (by positivity), Real.sqrt_sq hm.le, waveNumber]
```

Let E and E′ be levels for barrier masses m₂ ≤ m₂′. If E < E′, the well side is strictly larger at E′, because k and tan(kL/2) both increase. The barrier side is no larger, because V − E′ < V − E and m₂′ ≥ m₂. Both level equations cannot then hold, so E′ ≤ E.

```lean
theorem level_le {m₂' E' : ℝ} (hm₁ : 0 < m₁) (hL : 0 < L) (hm₂ : 0 < m₂) (hm : m₂ ≤ m₂')
    (hE : E ∈ Ioo 0 (min V (boxEnergy m₁ L))) (hE' : E' ∈ Ioo 0 (min V (boxEnergy m₁ L)))
    (h : LevelEquation V L m₁ m₂ E) (h' : LevelEquation V L m₁ m₂' E') : E' ≤ E := by
  by_contra hlt
  push Not at hlt
  obtain ⟨hV, hB⟩ := lt_min_iff.1 hE.2
  obtain ⟨p0, _⟩ := phase_mem hm₁ hL hE.1 hB
  obtain ⟨_, q1⟩ := phase_mem hm₁ hL hE'.1 (lt_min_iff.1 hE'.2).2
  have hk := waveNumber_lt hm₁ hE.1.le hlt
  have hk0 : 0 < waveNumber m₁ E := Real.sqrt_pos.2 (mul_pos (by positivity) hE.1)
  have hp : waveNumber m₁ E * (L / 2) < waveNumber m₁ E' * (L / 2) :=
    mul_lt_mul_of_pos_right hk (by positivity)
  -- the well side rises with the energy
  have hw := mul_lt_mul'' (div_lt_div_of_pos_right hk hm₁)
    (Real.tan_lt_tan_of_nonneg_of_lt_pi_div_two p0.le q1 hp) (by positivity)
    (Real.tan_pos_of_pos_of_lt_pi_div_two p0 (hp.trans q1)).le
  -- the barrier side falls with the energy and with the barrier mass
  have hb : √(2 * (V - E') / m₂') ≤ √(2 * (V - E) / m₂) :=
    Real.sqrt_le_sqrt (div_le_div₀ (by linarith) (by linarith) hm₂ hm)
  rw [LevelEquation, barrier_side hm₂] at h
  rw [LevelEquation, barrier_side (hm₂.trans_le hm)] at h'
  linarith
```

## Existence and uniqueness

At the lower end, M(0) = −√(2m₂V)/m₂ < 0. If V is below the box energy, then κ = 0 at the upper end and M(V) = (k/m₁) sin(kL/2) > 0. Otherwise the upper end is the box energy, where the cosine vanishes and M = π/(m₁L) > 0. `intermediate_value_Ioo` supplies a zero, and the comparison with m₂′ = m₂, used in both directions, gives uniqueness. In the statement, `Ioo` is the open energy window and `∃!` means exactly one.

```lean
/-- For `V, L, m₁, m₂ > 0` exactly one energy between `0` and the smaller of `V` and
`π²/(2 m₁ L²)` satisfies `(k/m₁) tan (k L/2) = κ/m₂`. -/
theorem existsUnique_level (hV : 0 < V) (hL : 0 < L) (hm₁ : 0 < m₁) (hm₂ : 0 < m₂) :
    ∃! E, E ∈ Ioo 0 (min V (boxEnergy m₁ L)) ∧ LevelEquation V L m₁ m₂ E := by
  have hP : 0 < boxEnergy m₁ L := by unfold boxEnergy; positivity
  have hc : Continuous (mismatch V L m₁ m₂) := by
    unfold mismatch waveNumber
    fun_prop
  have h0 : mismatch V L m₁ m₂ 0 < 0 := by
    have hk : 0 < waveNumber m₂ V / m₂ := div_pos (Real.sqrt_pos.2 (by positivity)) hm₂
    have hz : waveNumber m₁ 0 = 0 := by simp [waveNumber]
    simp only [mismatch, hz, sub_zero, zero_mul, zero_div, Real.cos_zero, mul_one, zero_sub]
    linarith
  -- at the top of the window either `κ` or the cosine vanishes
  have h1 : 0 < mismatch V L m₁ m₂ (min V (boxEnergy m₁ L)) := by
    rcases lt_or_ge V (boxEnergy m₁ L) with h | h
    · obtain ⟨p0, p1⟩ := phase_mem hm₁ hL hV h
      have hz : waveNumber m₂ (V - V) = 0 := by simp [waveNumber]
      rw [min_eq_left h.le]
      simp only [mismatch, hz, zero_div, zero_mul, sub_zero]
      exact mul_pos (div_pos (Real.sqrt_pos.2 (by positivity)) hm₁)
        (Real.sin_pos_of_pos_of_lt_pi p0 (by linarith [Real.pi_pos]))
    · rw [min_eq_right h]
      simp only [mismatch, phase_box hm₁ hL, Real.cos_pi_div_two, Real.sin_pi_div_two,
        mul_zero, mul_one, sub_zero]
      exact div_pos (Real.sqrt_pos.2 (by positivity)) hm₁
  obtain ⟨E, hE, hz⟩ := intermediate_value_Ioo (lt_min hV hP).le hc.continuousOn ⟨h0, h1⟩
  have hl := (levelEquation_iff hm₁ hL hE.1 (lt_min_iff.1 hE.2).2).2 hz
  exact ⟨E, ⟨hE, hl⟩, fun F hF => le_antisymm
    (level_le hm₁ hL hm₂ le_rfl hE hF.1 hl hF.2) (level_le hm₁ hL hm₂ le_rfl hF.1 hE hF.2 hl)⟩
```

The equivalence with matching carries this result over to the wave.

```lean
/-- For `V, L, m₁, m₂ > 0` exactly one energy between `0` and the smaller of `V` and `π²/(2 m₁ L²)`
admits a nonzero even wave that decays exponentially in the barriers and has `ψ` and `ψ'/m`
continuous. -/
theorem existsUnique_evenMatching (hV : 0 < V) (hL : 0 < L) (hm₁ : 0 < m₁) (hm₂ : 0 < m₂) :
    ∃! E, E ∈ Ioo 0 (min V (boxEnergy m₁ L)) ∧ EvenMatching V L m₁ m₂ E := by
  obtain ⟨E, ⟨hE, hl⟩, hu⟩ := existsUnique_level hV hL hm₁ hm₂
  exact ⟨E, ⟨hE, (evenMatching_iff hm₁ hL hE.1 (lt_min_iff.1 hE.2).2).2 hl⟩, fun F hF =>
    hu F ⟨hF.1, (evenMatching_iff hm₁ hL hF.1.1 (lt_min_iff.1 hF.1.2).2).1 hF.2⟩⟩
```

For this one-dimensional, single-carrier model with piecewise constant masses, the sign change gives a bisection solver a guaranteed bracket for the level. Odd levels and even levels above the window are not treated.

## A heavier barrier mass lowers the level

If m₂ < m₂′, the comparison gives E′ ≤ E. Equality would make the well sides equal but the barrier sides different, so E′ < E.

```lean
/-- For positive masses and width, with well mass, width and barrier height fixed, a larger barrier
mass gives a strictly lower level in the window between `0` and the smaller of `V` and
`π²/(2 m₁ L²)`. -/
theorem level_lt_of_barrier_mass_lt {m₂' E' : ℝ} (hm₁ : 0 < m₁) (hL : 0 < L) (hm₂ : 0 < m₂)
    (hm : m₂ < m₂') (hE : E ∈ Ioo 0 (min V (boxEnergy m₁ L)))
    (hE' : E' ∈ Ioo 0 (min V (boxEnergy m₁ L)))
    (h : LevelEquation V L m₁ m₂ E) (h' : LevelEquation V L m₁ m₂' E') : E' < E := by
  refine lt_of_le_of_ne (level_le hm₁ hL hm₂ hm.le hE hE' h h') ?_
  rintro rfl
  have hT : 0 < V - E' := sub_pos.2 (lt_min_iff.1 hE.2).1
  have hb : √(2 * (V - E') / m₂') < √(2 * (V - E') / m₂) :=
    Real.sqrt_lt_sqrt (div_pos (by positivity) (hm₂.trans hm)).le
      (div_lt_div_of_pos_left (by positivity) hm₂ hm)
  rw [LevelEquation, barrier_side hm₂] at h
  rw [LevelEquation, barrier_side (hm₂.trans hm)] at h'
  linarith

end

end BenDanielDukeWell
```

```lean
#print axioms BenDanielDukeWell.well_schrodinger
#print axioms BenDanielDukeWell.barrier_schrodinger
#print axioms BenDanielDukeWell.existsUnique_evenMatching
#print axioms BenDanielDukeWell.level_lt_of_barrier_mass_lt
```

```
'BenDanielDukeWell.well_schrodinger' depends on axioms: [propext, Classical.choice, Quot.sound]
'BenDanielDukeWell.barrier_schrodinger' depends on axioms: [propext, Classical.choice, Quot.sound]
'BenDanielDukeWell.existsUnique_evenMatching' depends on axioms: [propext, Classical.choice, Quot.sound]
'BenDanielDukeWell.level_lt_of_barrier_mass_lt' depends on axioms: [propext, Classical.choice, Quot.sound]
```

The same comparison, done by hand, shows that raising V alone raises the level, since it raises the barrier side at every energy. In the limit m₂ → ∞ with the other parameters fixed, the barrier side is at most √(2V/m₂) and tends to zero, so the level tends to the bottom of the well.
